# An oscillator coupled linearly to a finite harmonic bath has a potential bounded below exactly when its renormalized stiffness is nonnegative

The potential `V` is k₀x²/2 + ∑ᵢ (kᵢqᵢ²/2 − cᵢqᵢx): one real coordinate of bare stiffness `k₀`, coupled linearly to finitely many bath oscillators that do not interact with one another, with every `k i` positive and `k₀` and `c i` arbitrary reals. The theorem `bounded_below_iff` states that a real `m` with `m ≤ V k₀ k c x q` for all `x` and `q` exists if and only if `0 ≤ kR k₀ k c`, where kR = k₀ − ∑ᵢ cᵢ²/kᵢ. The names `OscillatorBath` and "renormalized stiffness" point to system–bath models of dissipation, but the statement concerns only the potential energy as a real function, with no kinetic term, dynamics or quantisation. For the forward direction the attempt assumes kR < 0 and applies the bound `hm` at x = √(2(|m|+1)/(−kR)) with the bath relaxed, where `minimum_iff` gives V = kR x²/2 = −(|m|+1) < m. The converse takes m = 0 from `bath_minimum`.

An attempt in Lean 4 with a fault in it:

```lean
import Mathlib

open Finset

namespace OscillatorBath

noncomputable section

variable {ι κ : Type*} [Fintype ι] [Fintype κ]

/-- Potential of a coordinate `x` of bare stiffness `k₀`, coupled linearly with strengths `c i`
to bath oscillators `q i` of stiffness `k i`. -/
def V (k₀ : ℝ) (k c : ι → ℝ) (x : ℝ) (q : ι → ℝ) : ℝ :=
  k₀ * x ^ 2 / 2 + ∑ i, (k i * q i ^ 2 / 2 - c i * q i * x)

/-- The stiffness shift `δk = ∑ cᵢ² / kᵢ` of the bath. -/
def shift (k c : ι → ℝ) : ℝ := ∑ i, c i ^ 2 / k i

/-- The renormalized stiffness `kR = k₀ - δk`. -/
def kR (k₀ : ℝ) (k c : ι → ℝ) : ℝ := k₀ - shift k c

/-- The relaxed bath configuration `qᵢ = cᵢ x / kᵢ` at system position `x`. -/
def relaxed (k c : ι → ℝ) (x : ℝ) : ι → ℝ := fun i => c i * x / k i

/-- Completing the square: `V` is `kR x²/2` plus the harmonic energies of the bath
displacements from the relaxed configuration. -/
theorem complete_square (k₀ : ℝ) {k : ι → ℝ} (c : ι → ℝ) (hk : ∀ i, 0 < k i)
    (x : ℝ) (q : ι → ℝ) :
    V k₀ k c x q = kR k₀ k c * x ^ 2 / 2 + ∑ i, k i * (q i - relaxed k c x i) ^ 2 / 2 := by
  -- one square per mode
  have h : ∀ i, k i * q i ^ 2 / 2 - c i * q i * x
      = k i * (q i - c i * x / k i) ^ 2 / 2 - c i ^ 2 / k i * (x ^ 2 / 2) := by
    intro i
    have := (hk i).ne'
    field_simp
    ring
  simp only [V, kR, shift, relaxed, h, Finset.sum_sub_distrib, ← Finset.sum_mul]
  ring

/-- For fixed `x` the minimum of `V` over all bath configurations is `kR x²/2`. -/
theorem bath_minimum (k₀ : ℝ) {k : ι → ℝ} (c : ι → ℝ) (hk : ∀ i, 0 < k i) (x : ℝ) :
    IsLeast (Set.range (V k₀ k c x)) (kR k₀ k c * x ^ 2 / 2) := by
  constructor
  · refine ⟨relaxed k c x, ?_⟩
    rw [complete_square k₀ c hk]
    simp
  · rintro _ ⟨q, rfl⟩
    rw [complete_square k₀ c hk]
    have : 0 ≤ ∑ i, k i * (q i - relaxed k c x i) ^ 2 / 2 :=
      Finset.sum_nonneg fun i _ => by have := hk i; positivity
    linarith

/-- For fixed `x` the value `kR x²/2` is attained exactly at the relaxed configuration. -/
theorem minimum_iff (k₀ : ℝ) {k : ι → ℝ} (c : ι → ℝ) (hk : ∀ i, 0 < k i)
    (x : ℝ) (q : ι → ℝ) :
    V k₀ k c x q = kR k₀ k c * x ^ 2 / 2 ↔ q = relaxed k c x := by
  rw [complete_square k₀ c hk]
  constructor
  · intro h
    have h0 : ∑ i, k i * (q i - relaxed k c x i) ^ 2 / 2 = 0 := by linarith
    -- a vanishing sum of nonnegative terms vanishes term by term
    rw [Finset.sum_eq_zero_iff_of_nonneg (fun i _ => by have := hk i; positivity)] at h0
    funext i
    have h1 := h0 i (Finset.mem_univ i)
    have h2 : k i * (q i - relaxed k c x i) ^ 2 = 0 := by linarith
    have h3 := (mul_eq_zero.1 h2).resolve_left (hk i).ne'
    have h4 := (pow_eq_zero_iff two_ne_zero).1 h3
    linarith
  · rintro rfl
    simp

/-- `V` is bounded below if and only if the renormalized stiffness is nonnegative. -/
theorem bounded_below_iff (k₀ : ℝ) {k : ι → ℝ} (c : ι → ℝ) (hk : ∀ i, 0 < k i) :
    (∃ m, ∀ x q, m ≤ V k₀ k c x q) ↔ 0 ≤ kR k₀ k c := by
  constructor
  · rintro ⟨m, hm⟩
    by_contra hneg
    have hlt : 0 < -kR k₀ k c := by linarith [not_le.1 hneg]
    have hne : kR k₀ k c ≠ 0 := by intro h; rw [h] at hlt; simp at hlt
    -- follow the relaxed configuration far enough out
    have hpos : 0 ≤ 2 * (|m| + 1) / (-kR k₀ k c) := by positivity
    have h1 := hm (Real.sqrt (2 * (|m| + 1) / (-kR k₀ k c))) (relaxed k c _)
    rw [(minimum_iff k₀ c hk _ _).2 rfl, Real.sq_sqrt hpos] at h1
    have h2 : kR k₀ k c * (2 * (|m| + 1) / (-kR k₀ k c)) / 2 = -(|m| + 1) := by
      field_simp
    linarith [neg_abs_le m]
  · intro h
    refine ⟨0, fun x q => ?_⟩
    have hle : kR k₀ k c * x ^ 2 / 2 ≤ V k₀ k c x q := (bath_minimum k₀ c hk x).2 ⟨q, rfl⟩
    have : 0 ≤ kR k₀ k c * x ^ 2 / 2 := by positivity
    linarith

end

end OscillatorBath
```

Compiling this gives:

```
Main.lean:82:74: error: don't know how to synthesize placeholder for argument `x`
context:
ι : Type u_1
inst✝ : Fintype ι
k₀ : ℝ
k c : ι → ℝ
hk : ∀ (i : ι), 0 < k i
m : ℝ
hm : ∀ (x : ℝ) (q : ι → ℝ), m ≤ V k₀ k c x q
hneg : ¬0 ≤ kR k₀ k c
hlt : 0 < -kR k₀ k c
hne : kR k₀ k c ≠ 0
hpos : 0 ≤ 2 * (|m| + 1) / -kR k₀ k c
⊢ ℝ
Main.lean:82:9: error: failed to infer `have` declaration type
```

Diagnosis. The first message concerns the `_` in `relaxed k c _`, which stands for the argument `x` of `relaxed`, of type `ℝ` as the goal shows. In `hm`, the position `x` and the configuration `q` are quantified independently, and `q` has type `ι → ℝ` whatever `x` is. So nothing in the term links the placeholder to the square root given as the first argument: any real number would typecheck, and Lean has none to choose. The rewrite with `minimum_iff` on the next line is a separate tactic and cannot fill the hole, since the `have` must be elaborated first.

The second message follows from the first. `h1` has no stated type, so its type is read off the term, and that type contains the undetermined argument.

The diff writes `Real.sqrt (2 * (|m| + 1) / (-kR k₀ k c))` in place of `_`, the same position passed to `hm`. The type of `h1` is then fully determined, which removes both messages. Its right side has the form `V k₀ k c x (relaxed k c x)` with one `x`, the form that `(minimum_iff k₀ c hk _ _).2 rfl` rewrites. The line break is mere tidying.

This version goes through:

```diff
@@ -80,5 +80,6 @@
     -- follow the relaxed configuration far enough out
     have hpos : 0 ≤ 2 * (|m| + 1) / (-kR k₀ k c) := by positivity
-    have h1 := hm (Real.sqrt (2 * (|m| + 1) / (-kR k₀ k c))) (relaxed k c _)
+    have h1 := hm (Real.sqrt (2 * (|m| + 1) / (-kR k₀ k c)))
+      (relaxed k c (Real.sqrt (2 * (|m| + 1) / (-kR k₀ k c))))
     rw [(minimum_iff k₀ c hk _ _).2 rfl, Real.sq_sqrt hpos] at h1
     have h2 : kR k₀ k c * (2 * (|m| + 1) / (-kR k₀ k c)) / 2 = -(|m| + 1) := by
```
